# The density matrix built from [1; Z] commutes with a real symmetric block Hamiltonian exactly when Z solves a Riccati equation

## Orbitals, blocks and amplitudes

Take a finite orthonormal basis of real one-electron orbitals, split into reference occupied orbitals with labels in a set $m$ and reference virtual orbitals with labels in a set $n$. In Lean these are finite types of any size, and the whole basis is labelled by their disjoint union `m ⊕ n`.

```lean
import Mathlib

open Matrix

namespace RiccatiProjector

noncomputable section

variable {m n : Type*} [Fintype m] [Fintype n] [DecidableEq m]
```

The amplitudes form a real matrix $Z$ with rows in $n$ and columns in $m$. They mix virtual orbitals into each occupied one, which gives the columns of

$$C = \begin{pmatrix} 1 \\ Z \end{pmatrix}.$$

```lean
/-- The stacked matrix `C = [1; Z]`, whose columns are the reference occupied orbitals,
each with an admixture `Z` of virtual orbitals. -/
def frame (Z : Matrix n m ℝ) : Matrix (m ⊕ n) m ℝ := fromRows 1 Z
```

These columns are in general neither normalised nor mutually orthogonal. The matrix whose inverse corrects for this is

$$S = 1 + Z^T Z .$$

```lean
/-- The matrix `1 + Zᵀ Z`. -/
def overlap (Z : Matrix n m ℝ) : Matrix m m ℝ := 1 + Zᵀ * Z
```

The density matrix of the space spanned by the columns, with occupation one for each orbital, is

$$P = C S^{-1} C^T .$$

```lean
/-- The density matrix `P = C (1 + Zᵀ Z)⁻¹ Cᵀ` built from the columns of `C = [1; Z]`. -/
def projector (Z : Matrix n m ℝ) : Matrix (m ⊕ n) (m ⊕ n) ℝ :=
  frame Z * (overlap Z)⁻¹ * (frame Z)ᵀ
```

Lean's `⁻¹` is defined for every square matrix and returns zero for a singular one, so the formula has its intended meaning only once $S$ is shown to be invertible.

The Hamiltonian has an occupied block $A$, a virtual block $D$ and a coupling $B$:

$$H = \begin{pmatrix} A & B \\ B^T & D \end{pmatrix}.$$

```lean
/-- The block Hamiltonian `H = [[A, B], [Bᵀ, D]]` with occupied block `A`, virtual block `D`
and coupling `B`. -/
def hamiltonian (A : Matrix m m ℝ) (B : Matrix m n ℝ) (D : Matrix n n ℝ) :
    Matrix (m ⊕ n) (m ⊕ n) ℝ := fromBlocks A B Bᵀ D
```

The definition accepts any square $A$ and $D$. Their symmetry is a hypothesis only of the commutation theorem, where it makes $H$ symmetric, as a real Hamiltonian in an orthonormal basis must be.

## The overlap of the columns is invertible

Multiplying the blocks gives

$$C^T C = 1^T 1 + Z^T Z = S,$$

so $S$ is the overlap matrix of the columns of $C$.

```lean
/-- The overlap matrix of the columns of `C = [1; Z]` is `Cᵀ C = 1 + Zᵀ Z`. -/
theorem frame_transpose_mul_frame (Z : Matrix n m ℝ) :
    (frame Z)ᵀ * frame Z = overlap Z := by
  rw [frame, transpose_fromRows, fromCols_mul_fromRows, transpose_one, Matrix.one_mul, overlap]
```

Suppose $S$ were singular. Then some $v \neq 0$ would satisfy $Sv = 0$, and

$$0 = v^T S v = v^T v + (Zv)^T (Zv) = |v|^2 + |Zv|^2 .$$

Both terms are non-negative, so $|v|^2 = 0$ and $v = 0$, a contradiction.

```lean
/-- The overlap matrix `1 + Zᵀ Z` is invertible for every real `Z`. -/
theorem overlap_isUnit (Z : Matrix n m ℝ) : IsUnit (overlap Z) := by
  rw [isUnit_iff_isUnit_det, isUnit_iff_ne_zero]
  intro h
  obtain ⟨v, hv, h0⟩ := exists_mulVec_eq_zero_iff.mpr h
  -- the quadratic form of the overlap is |v|² + |Z v|²
  have hq : v ⬝ᵥ (overlap Z *ᵥ v) = v ⬝ᵥ v + (Z *ᵥ v) ⬝ᵥ (Z *ᵥ v) := by
    rw [overlap, add_mulVec, one_mulVec, dotProduct_add, ← mulVec_mulVec,
      dotProduct_mulVec v Zᵀ, vecMul_transpose]
  rw [h0, dotProduct_zero] at hq
  have h1 : 0 ≤ v ⬝ᵥ v := Finset.sum_nonneg fun i _ => mul_self_nonneg (v i)
  have h2 : 0 ≤ (Z *ᵥ v) ⬝ᵥ (Z *ᵥ v) :=
    Finset.sum_nonneg fun i _ => mul_self_nonneg ((Z *ᵥ v) i)
  exact hv (dotProduct_self_eq_zero.mp (by linarith))
```

`IsUnit (overlap Z)` says that $S$ has a two-sided inverse. The proof passes to the determinant, takes a null vector from its vanishing, and establishes the quadratic form as `hq`; `linarith` then combines the two non-negative terms. Nothing is assumed about $Z$ beyond its being real.

## P is an orthogonal projector

The density matrix leaves the columns of $C$ unchanged:

$$PC = C S^{-1} (C^T C) = C S^{-1} S = C .$$

```lean
/-- The density matrix leaves the columns of `C` unchanged: `P C = C`. -/
theorem projector_mul_frame (Z : Matrix n m ℝ) : projector Z * frame Z = frame Z := by
  have hS := (isUnit_iff_isUnit_det _).mp (overlap_isUnit Z)
  rw [projector, Matrix.mul_assoc, frame_transpose_mul_frame, Matrix.mul_assoc,
    nonsing_inv_mul _ hS, Matrix.mul_one]
```

Since $S^T = S$, its inverse is symmetric too, and

$$P^T = C (S^{-1})^T C^T = C S^{-1} C^T = P .$$

Idempotency follows from $PC = C$:

$$P^2 = (PC)\, S^{-1} C^T = C S^{-1} C^T = P .$$

```lean
/-- The density matrix `P` is symmetric and idempotent. -/
theorem projector_symm_idempotent (Z : Matrix n m ℝ) :
    (projector Z)ᵀ = projector Z ∧ projector Z * projector Z = projector Z := by
  constructor
  · have hS : (overlap Z)ᵀ = overlap Z := by
      rw [overlap, transpose_add, transpose_one, transpose_mul, transpose_transpose]
    rw [projector, transpose_mul, transpose_mul, transpose_transpose, transpose_nonsing_inv,
      hS, Matrix.mul_assoc]
  · calc projector Z * projector Z
        = (projector Z * frame Z) * ((overlap Z)⁻¹ * (frame Z)ᵀ) := by
          conv_lhs => rw [show projector Z * projector Z
            = projector Z * (frame Z * (overlap Z)⁻¹ * (frame Z)ᵀ) from rfl]
          simp only [Matrix.mul_assoc]
      _ = projector Z := by
          rw [projector_mul_frame, projector, Matrix.mul_assoc]
```

The two halves of the conjunction are these two computations. Idempotency therefore holds for every $Z$, without a constraint on the amplitudes.

The trace counts the occupied orbitals, because it is cyclic:

$$\operatorname{Tr} P = \operatorname{Tr}(C^T C S^{-1}) = \operatorname{Tr} 1 = |m| .$$

```lean
/-- The trace of `P` is the number of reference occupied orbitals. -/
theorem trace_projector (Z : Matrix n m ℝ) : trace (projector Z) = Fintype.card m := by
  have hS := (isUnit_iff_isUnit_det _).mp (overlap_isUnit Z)
  rw [projector, trace_mul_comm, ← Matrix.mul_assoc, frame_transpose_mul_frame,
    mul_nonsing_inv _ hS, trace_one]
```

## The density matrix determines the amplitudes

Let $Z$ and $W$ give the same density matrix, and write $C_Z$, $C_W$, $S_Z$ for the corresponding matrices. Then

$$C_W = P C_W = C_Z X, \qquad X = S_Z^{-1} C_Z^T C_W .$$

The upper block of this equation reads $1 = X$ and the lower block reads $W = ZX$. Hence $W = Z$.

```lean
/-- Different amplitudes `Z` give different density matrices. -/
theorem projector_injective :
    Function.Injective (projector : Matrix n m ℝ → Matrix (m ⊕ n) (m ⊕ n) ℝ) := by
  intro Z W h
  have hp := projector_mul_frame W
  rw [← h] at hp
  -- the columns of `[1; W]` lie in the span of the columns of `[1; Z]`
  obtain ⟨X, e⟩ : ∃ X, frame W = frame Z * X :=
    ⟨(overlap Z)⁻¹ * ((frame Z)ᵀ * frame W), by
      calc frame W = projector Z * frame W := hp.symm
        _ = _ := by simp only [projector, Matrix.mul_assoc]⟩
  simp only [frame, fromRows_mul, Matrix.one_mul] at e
  obtain ⟨h1, h2⟩ := fromRows_inj e
  rw [← h1, Matrix.mul_one] at h2
  exact h2.symm
```

`fromRows_inj` is the step that separates an equation between stacked matrices into its two blocks. The parametrisation has no redundancy, but when $m$ and $n$ are both non-empty it does not reach every orthogonal projector of rank $|m|$: a space that contains a nonzero vector made only of virtual orbitals cannot be spanned by columns of the form $[1; Z]$.

## An invariant space requires the Riccati equation

The space spanned by the columns of $C$ is invariant under $H$ when $HC = CX$ for some square matrix $X$. The two sides are

$$HC = \begin{pmatrix} A + BZ \\ B^T + DZ \end{pmatrix}, \qquad CX = \begin{pmatrix} X \\ ZX \end{pmatrix}.$$

The upper blocks agree exactly when $X = A + BZ$. With this $X$, the lower blocks agree exactly when

$$B^T + DZ = Z(A + BZ) = ZA + ZBZ,$$

which is the Riccati equation for $Z$.

```lean
/-- The Hamiltonian acts within the columns of `C` as a matrix `X`, `H C = C X`, exactly when
`X = A + B Z` and `Z` solves the Riccati equation. -/
theorem hamiltonian_mul_frame_iff (A : Matrix m m ℝ) (B : Matrix m n ℝ) (D : Matrix n n ℝ)
    (Z : Matrix n m ℝ) (X : Matrix m m ℝ) :
    hamiltonian A B D * frame Z = frame Z * X ↔
      X = A + B * Z ∧ Bᵀ + D * Z = Z * A + Z * B * Z := by
  simp only [hamiltonian, frame, fromBlocks_mul_fromRows, fromRows_mul, Matrix.one_mul,
    Matrix.mul_one]
  constructor
  · intro h
    obtain ⟨h1, h2⟩ := fromRows_inj h
    refine ⟨h1.symm, ?_⟩
    rw [h2, ← h1, Matrix.mul_add, Matrix.mul_assoc]
  · rintro ⟨rfl, h⟩
    rw [h, Matrix.mul_add, Matrix.mul_assoc]
```

The theorem is an equivalence for a given $X$: it fixes $X$ and imposes the condition on $Z$ at the same time. The matrix $A + BZ$ represents $H$ in the non-orthogonal columns of $C$, so it need not be symmetric. Symmetry of $A$ and $D$ plays no part here.

## Commutation is equivalent to the Riccati equation

Suppose first that $PH = HP$. Then

$$HC = HPC = PHC = C\,\bigl(S^{-1} C^T H C\bigr),$$

which has the form $CX$, and the block comparison gives the Riccati equation.

Conversely, let $Z$ solve the Riccati equation. Then $HC = CX$ with $X = A + BZ$, so

$$HP = HC S^{-1} C^T = C X S^{-1} C^T .$$

Applying $P$ from the left and using $PC = C$ gives

$$PHP = HP .$$

Now transpose. Both $P$ and $H$ are symmetric, so the left side is unchanged and the right side becomes $PH$:

$$PHP = PH .$$

The two identities together give $PH = HP$.

```lean
/-- For symmetric blocks `A` and `D`, the density matrix `P` commutes with the Hamiltonian
exactly when `Z` solves the Riccati equation `Bᵀ + D Z = Z A + Z B Z`. -/
theorem projector_commutes_iff_riccati {A : Matrix m m ℝ} {D : Matrix n n ℝ}
    (hA : A.IsSymm) (hD : D.IsSymm) (B : Matrix m n ℝ) (Z : Matrix n m ℝ) :
    projector Z * hamiltonian A B D = hamiltonian A B D * projector Z ↔
      Bᵀ + D * Z = Z * A + Z * B * Z := by
  constructor
  · intro h
    -- H C = H P C = P H C lies in the span of the columns of C
    have hC : hamiltonian A B D * frame Z =
        frame Z * ((overlap Z)⁻¹ * ((frame Z)ᵀ * (hamiltonian A B D * frame Z))) := by
      calc hamiltonian A B D * frame Z
          = hamiltonian A B D * (projector Z * frame Z) := by rw [projector_mul_frame]
        _ = projector Z * hamiltonian A B D * frame Z := by rw [← Matrix.mul_assoc, h]
        _ = _ := by simp only [projector, Matrix.mul_assoc]
    exact ((hamiltonian_mul_frame_iff A B D Z _).mp hC).2
  · intro h
    have hC := (hamiltonian_mul_frame_iff A B D Z _).mpr ⟨rfl, h⟩
    have e : hamiltonian A B D * projector Z =
        frame Z * ((A + B * Z) * ((overlap Z)⁻¹ * (frame Z)ᵀ)) := by
      rw [projector, Matrix.mul_assoc, ← Matrix.mul_assoc (hamiltonian A B D), hC,
        Matrix.mul_assoc]
    -- invariance of the occupied space: P H P = H P
    have hP : projector Z * (hamiltonian A B D * projector Z) =
        hamiltonian A B D * projector Z := by
      rw [e, ← Matrix.mul_assoc, projector_mul_frame]
    have hH : (hamiltonian A B D)ᵀ = hamiltonian A B D := by
      rw [hamiltonian, fromBlocks_transpose, transpose_transpose, hA.eq, hD.eq]
    -- the transpose of this identity is P H P = P H
    have t := congrArg transpose hP
    rw [transpose_mul, transpose_mul, (projector_symm_idempotent Z).1, hH] at t
    rw [← t, Matrix.mul_assoc, hP]
```

The hypotheses `hA` and `hD` state that $A$ and $D$ are symmetric; $B$ and $Z$ are arbitrary real matrices of the right shape. In the first direction, `hC` is the chain $HC = HPC = PHC$. In the second, `e` is the formula for $HP$, `hP` is the identity $PHP = HP$, and `t` is its transpose.

For non-interacting electrons with a fixed, finite, real $H$, commutation with $H$ is the condition for a stationary density matrix. The theorem turns this condition into an equation for the $|n| \times |m|$ amplitudes. It does not say that a solution exists or how to find one.

## The band energy comes from a small matrix

For a Riccati solution, the formula for $HP$ and the cyclic trace give

$$\operatorname{Tr}(PH) = \operatorname{Tr}(C X S^{-1} C^T) = \operatorname{Tr}(X S^{-1} C^T C) = \operatorname{Tr} X = \operatorname{Tr}(A + BZ).$$

```lean
/-- If `Z` solves the Riccati equation, the band energy `Tr (P H)` equals the trace of the
small matrix `A + B Z`. -/
theorem band_energy (A : Matrix m m ℝ) (B : Matrix m n ℝ) (D : Matrix n n ℝ)
    (Z : Matrix n m ℝ) (h : Bᵀ + D * Z = Z * A + Z * B * Z) :
    trace (projector Z * hamiltonian A B D) = trace (A + B * Z) := by
  have hS := (isUnit_iff_isUnit_det _).mp (overlap_isUnit Z)
  have hC := (hamiltonian_mul_frame_iff A B D Z _).mpr ⟨rfl, h⟩
  have e : hamiltonian A B D * projector Z =
      frame Z * ((A + B * Z) * ((overlap Z)⁻¹ * (frame Z)ᵀ)) := by
    rw [projector, Matrix.mul_assoc, ← Matrix.mul_assoc (hamiltonian A B D), hC,
      Matrix.mul_assoc]
  rw [trace_mul_comm, e, trace_mul_comm, Matrix.mul_assoc, Matrix.mul_assoc,
    frame_transpose_mul_frame, nonsing_inv_mul _ hS, Matrix.mul_one]
```

The Riccati equation enters as the hypothesis `h`, and the two uses of `trace_mul_comm` are the cyclic steps. Each occupied orbital counts once, so a closed-shell band energy over spatial orbitals carries a further factor of two.

## A coupled two-level system

With one occupied and one virtual orbital, all blocks are numbers. Take $A = 0$, $B = 2$, $D = 3$ and $Z = 2$. Then

$$B^T + DZ = 2 + 3 \cdot 2 = 8, \qquad ZA + ZBZ = 0 + 2 \cdot 2 \cdot 2 = 8 .$$

```lean
/-- The two-level system with `A = 0`, `B = 2`, `D = 3` has the Riccati solution `Z = 2`. -/
theorem riccati_witness :
    (!![2] : Matrix (Fin 1) (Fin 1) ℝ)ᵀ + !![3] * !![2] =
      !![2] * !![0] + !![2] * !![2] * !![2] := by
  ext i j
  fin_cases i
  fin_cases j
  norm_num [Matrix.mul_apply]

end

end RiccatiProjector
```

The numbers appear in Lean as $1 \times 1$ matrices such as `!![2]`, and the proof compares their single entries.

This solution belongs to the normalised eigenvector $(1, 2)^T/\sqrt{5}$ of $H$, with energy $A + BZ = 4$. The other solution, $Z = -\tfrac12$, has energy $-1$. Among the density matrices built from some $[1; Z]$, the Riccati equation picks out the stationary ones. In this example they include the excited state as well as the ground state, so choosing the ground state takes a further condition on the energies.

```lean
#print axioms RiccatiProjector.trace_projector
#print axioms RiccatiProjector.projector_injective
#print axioms RiccatiProjector.projector_commutes_iff_riccati
#print axioms RiccatiProjector.band_energy
```

```
'RiccatiProjector.trace_projector' depends on axioms: [propext, Classical.choice, Quot.sound]
'RiccatiProjector.projector_injective' depends on axioms: [propext, Classical.choice, Quot.sound]
'RiccatiProjector.projector_commutes_iff_riccati' depends on axioms: [propext, Classical.choice, Quot.sound]
'RiccatiProjector.band_energy' depends on axioms: [propext, Classical.choice, Quot.sound]
```
